# For t, b, E > 0, the finite-field susceptibility of a quartic Landau model lies below 1/t by less than bE²/t⁴

Take the equation \(Q + Q^3 = E\) at the field \(E = 0.101\). Its solution is \(Q = 0.1\), because \(0.1 + 0.001 = 0.101\). Without the cubic term the response would be \(0.101\), so the cubic term has lowered it by \(0.001\). The ratio \(Q/E\) is about \(0.9901\), whereas the slope of the response at zero field is \(1\). The estimate is too small, and the deficit of about \(0.0099\) is just below \(E^2 \approx 0.0102\).

The general model has one real order parameter \(Q\), for example the amplitude of a polar distortion, and the free energy
\[
F(Q) = \tfrac{t}{2}Q^2 + \tfrac{b}{4}Q^4 - EQ .
\]
Here \(E\) is the field conjugate to \(Q\). The condition \(t>0\) places the system in its symmetric phase, where the undistorted state is stable at zero field, and \(b>0\) makes the restoring force stiffen as the distortion grows. Under these conditions \(F\) has exactly one stationary point at every real \(E\), and for \(E>0\) it satisfies
\[
\frac{E}{t} - \frac{bE^3}{t^4} < Q < \frac{E}{t}.
\]

For this quartic model with a single order parameter, the result bounds how far a polarisability-type response falls short when it is computed as induced distortion divided by applied field. A further bound, derived below, limits the error that remains after extrapolation from two fields.

## One stationary point, and it is the minimum

Setting \(F'(Q)=0\) gives the equation of state \(tQ + bQ^3 = E\).

For existence, put \(M = |E|/t\). The left-hand side equals \(|E| + bM^3 \ge E\) at \(Q=M\) and \(-|E| - bM^3 \le E\) at \(Q=-M\). By continuity it takes the value \(E\) in between.

For uniqueness, subtract the equations for two solutions \(P\) and \(Q\):
\[
0 = (P-Q)\left[t + b(P^2+PQ+Q^2)\right]
  = (P-Q)\left[t + \tfrac b2\left(P^2+Q^2+(P+Q)^2\right)\right].
\]
The bracket is positive, so \(P=Q\).

To compare energies, let \(Q\) be stationary and \(P\) arbitrary, and replace \(E\) by \(tQ+bQ^3\). The quadratic terms of \(F(P)-F(Q)\) combine to \(\tfrac t2(P-Q)^2\), and the quartic ones to \(\tfrac b4(P-Q)^2(P^2+2PQ+3Q^2)\). Hence
\[
F(P)-F(Q) = (P-Q)^2\left[\tfrac t2 + \tfrac b4\left((P+Q)^2+2Q^2\right)\right],
\]
which is positive for \(P\ne Q\).

## From the cubic term to the error in the susceptibility

Let \(E>0\). Since \(Q(t+bQ^2)=E\) and the bracket is positive, \(Q>0\). Then \(tQ = E - bQ^3 < E\), which is the upper bound. Inserting it into the exact deviation gives the lower bound:
\[
\frac Et - Q = \frac{bQ^3}{t} < \frac bt\left(\frac Et\right)^3 = \frac{bE^3}{t^4}.
\]

The zero-field susceptibility is the derivative at \(E=0\) of the response \(E\mapsto Q(E)\). For every real \(E\), \(|E| = |Q(E)|\,(t+bQ(E)^2)\ge t|Q(E)|\), so \(Q(0)=0\) and \(Q(E)\to0\) as \(E\to0\). For \(E\neq0\) the difference quotient is \(Q(E)/E = 1/(t+bQ(E)^2)\), which tends to \(1/t\).

Write \(\chi(E)=Q(E)/E\) for the finite-field estimate. Dividing the deviation by \(E\) gives
\[
0 < \frac1t-\chi(E) < \frac{bE^2}{t^4}.
\]
For a bound from the other side, set \(u=E/t\) and \(d=bE^3/t^4\), so that \(0<u-Q<d\). The identity
\[
Q^3 - u^3 + 3u^2(u-Q) = (u-Q)^2(Q+2u) \ge 0
\]
says that the cube lies above its tangent line at \(u\). It follows that \(Q^3 > u^3-3u^2d\), and therefore
\[
\frac1t-\chi(E) = \frac{bQ^3}{tE} > \frac{bE^2}{t^4} - \frac{3b^2E^4}{t^7}.
\]
The coefficient \(b/t^4\) of the quadratic error is thus sharp for small fields.

Now abbreviate \(A=bE^2/t^4\) and \(D=b^2E^4/t^7\), and let \(e_1\) and \(e_2\) be the deficits at the fields \(E\) and \(2E\). Then \(A-3D<e_1<A\) and \(4A-48D<e_2<4A\). The Richardson combination cancels \(A\):
\[
\frac{4\chi(E)-\chi(2E)}{3}-\frac1t = \frac{e_2-4e_1}{3}\in(-16D,\,4D).
\]
Its error is smaller than \(16D\) in absolute value. This bound is smaller than the single-field bound \(A\) exactly when \(16bE^2<t^3\). That is a condition on the bounds and not on the errors themselves: since \(tQ+bQ^3\) increases with \(Q\), \(Q(E)<Q(2E)<2Q(E)\), and with \(e=bQ^2/(t(t+bQ^2))\) at each field this gives \(e_1<e_2<4e_1\). The extrapolated value is therefore closer to \(1/t\) than \(\chi(E)\) at every \(E>0\), a comparison that is not part of the Lean development.

## The free energy and its stationary points in Lean

```lean
import Mathlib

open Filter Topology

namespace LandauFiniteField

noncomputable section
```

All quantities are real numbers, with units absorbed into the coefficients.

```lean
/-- The Landau free energy of an order parameter `Q` with quadratic coefficient `t`,
quartic coefficient `b` and conjugate field `E`. -/
def freeEnergy (t b E Q : ℝ) : ℝ := t / 2 * Q ^ 2 + b / 4 * Q ^ 4 - E * Q
```

The arguments of `freeEnergy` are ordered `t b E Q`, so `freeEnergy t b E` is the energy as a function of the order parameter at fixed field.

```lean
/-- `Q` is a stationary point of the Landau free energy in the field `E`. -/
def IsStationary (t b E Q : ℝ) : Prop := HasDerivAt (freeEnergy t b E) 0 Q
```

`HasDerivAt (freeEnergy t b E) 0 Q` says that this function is differentiable at `Q` with derivative zero. The equation of state is therefore derived and not built into the definition.

```lean
/-- Stationarity of the free energy is the equation of state `t Q + b Q³ = E`. -/
theorem isStationary_iff (t b E Q : ℝ) :
    IsStationary t b E Q ↔ t * Q + b * Q ^ 3 = E := by
  have hd : HasDerivAt (freeEnergy t b E) (t * Q + b * Q ^ 3 - E) Q := by
    have h := (((hasDerivAt_pow 2 Q).const_mul (t / 2)).fun_add
      ((hasDerivAt_pow 4 Q).const_mul (b / 4))).fun_sub ((hasDerivAt_id' Q).const_mul E)
    exact h.congr_deriv (by norm_num; ring)
  constructor
  · intro h
    have h0 := HasDerivAt.unique h hd
    linarith
  · intro h
    exact hd.congr_deriv (by linarith)
```

The step `hd` differentiates the polynomial term by term. In one direction, uniqueness of the derivative forces \(tQ+bQ^3-E=0\); in the other, the equation turns the computed derivative into zero. No signs of `t` or `b` are needed here.

```lean
/-- For `t, b > 0` a stationary point is the strict global minimum of the free energy. -/
theorem stationary_is_minimum {t b E Q P : ℝ} (ht : 0 < t) (hb : 0 < b)
    (hQ : IsStationary t b E Q) (hP : P ≠ Q) :
    freeEnergy t b E Q < freeEnergy t b E P := by
  have h := (isStationary_iff t b E Q).1 hQ
  -- the free energy difference is a square times a positive factor
  have key : freeEnergy t b E P - freeEnergy t b E Q =
      (P - Q) ^ 2 * (t / 2 + b / 4 * ((P + Q) ^ 2 + 2 * Q ^ 2)) := by
    unfold freeEnergy
    linear_combination (P - Q) * h
  have h1 : 0 < (P - Q) ^ 2 :=
    lt_of_le_of_ne (sq_nonneg _) (pow_ne_zero 2 (sub_ne_zero.2 hP)).symm
  have h2 : 0 < t / 2 + b / 4 * ((P + Q) ^ 2 + 2 * Q ^ 2) := by positivity
  have h3 := mul_pos h1 h2
  linarith
```

The identity `key` is the factorised energy difference found above. The call `linear_combination (P - Q) * h` carries out the replacement of \(E\) by \(tQ+bQ^3\), and `positivity` recognises the second factor as positive.

```lean
/-- For `t, b > 0` the free energy has exactly one stationary point at every real field. -/
theorem existsUnique_stationary {t b : ℝ} (ht : 0 < t) (hb : 0 < b) (E : ℝ) :
    ∃! Q, IsStationary t b E Q := by
  simp only [isStationary_iff]
  -- existence: the intermediate value theorem between `-|E|/t` and `|E|/t`
  have hM : 0 ≤ |E| / t := by positivity
  have hc : ContinuousOn (fun x : ℝ => t * x + b * x ^ 3)
      (Set.Icc (-(|E| / t)) (|E| / t)) := by fun_prop
  have hM3 : 0 ≤ b * (|E| / t) ^ 3 := by positivity
  have htM : t * (|E| / t) = |E| := by field_simp
  have hmem : E ∈ Set.Icc (t * (-(|E| / t)) + b * (-(|E| / t)) ^ 3)
      (t * (|E| / t) + b * (|E| / t) ^ 3) := by
    have hodd : t * (-(|E| / t)) + b * (-(|E| / t)) ^ 3 =
        -(t * (|E| / t)) - b * (|E| / t) ^ 3 := by ring
    rw [hodd, htM]
    constructor
    · linarith [neg_abs_le E]
    · linarith [le_abs_self E]
  obtain ⟨Q, -, hQ⟩ := intermediate_value_Icc (by linarith) hc hmem
  refine ⟨Q, hQ, ?_⟩
  -- uniqueness: the difference of two solutions has a positive cofactor
  intro P hP
  have hQ' : t * Q + b * Q ^ 3 = E := hQ
  have hP' : t * P + b * P ^ 3 = E := hP
  have hf : (P - Q) * (t + b / 2 * (P ^ 2 + Q ^ 2 + (P + Q) ^ 2)) = 0 := by
    linear_combination hP' - hQ'
  have hpos : 0 < t + b / 2 * (P ^ 2 + Q ^ 2 + (P + Q) ^ 2) := by positivity
  exact sub_eq_zero.1 ((mul_eq_zero.1 hf).resolve_right hpos.ne')
```

The symbol `∃!` means that there is exactly one. `intermediate_value_Icc` supplies a solution once `hmem` has placed `E` between the values at the two endpoints. The equation `hf` is the factorised difference of two solutions, and `hpos` rules out its second factor as the source of the zero.

## Bounds at a positive field

```lean
/-- For `t, b, E > 0` there is exactly one stationary order parameter, and it lies strictly
between `E/t - b E³/t⁴` and the linear response `E/t`. -/
theorem finite_field_response {t b E : ℝ} (ht : 0 < t) (hb : 0 < b) (hE : 0 < E) :
    (∃! Q, IsStationary t b E Q) ∧
      ∀ Q, IsStationary t b E Q → E / t - b * E ^ 3 / t ^ 4 < Q ∧ Q < E / t := by
  refine ⟨existsUnique_stationary ht hb E, fun Q hQ => ?_⟩
  have h := (isStationary_iff t b E Q).1 hQ
  have hQ0 : 0 < Q := by
    by_contra hn
    have h1 : 0 ≤ t + b * Q ^ 2 := by positivity
    have h2 := mul_nonpos_of_nonpos_of_nonneg (not_lt.1 hn) h1
    have h3 : Q * (t + b * Q ^ 2) = E := by linear_combination h
    linarith
  have hlt : Q < E / t := by
    rw [lt_div_iff₀ ht]
    have h1 : 0 < b * Q ^ 3 := by positivity
    linarith
  refine ⟨?_, hlt⟩
  -- insert the upper bound into the cubic correction
  have hdev : E / t - Q = b * Q ^ 3 / t := by
    rw [← h]
    field_simp
    ring
  have h1 : b * Q ^ 3 / t < b * (E / t) ^ 3 / t := by gcongr
  have h2 : b * (E / t) ^ 3 / t = b * E ^ 3 / t ^ 4 := by ring
  linarith
```

The statement joins unique existence to bounds that hold for any stationary `Q`. In the proof, `hQ0` shows \(Q>0\) by contradiction, `hlt` is the upper bound, and `hdev` is the exact deviation \(bQ^3/t\). The tactic `gcongr` then replaces \(Q\) by the larger \(E/t\) inside the cube.

The theorem holds for every positive field, but its lower bound is informative only for \(bE^2<t^3\); beyond that it is zero or negative, and \(Q>0\) says more.

## The slope at zero field through the inverse function rule

```lean
/-- For `t, b > 0` the zero-field susceptibility, the slope at `E = 0` of the response
`E ↦ Q(E)` of the stationary order parameter, is `1/t`. -/
theorem zero_field_susceptibility {t b : ℝ} (ht : 0 < t) (hb : 0 < b) (Q : ℝ → ℝ)
    (hQ : ∀ E, IsStationary t b E (Q E)) : HasDerivAt Q (1 / t) 0 := by
  have h : ∀ E, t * Q E + b * Q E ^ 3 = E := fun E => (isStationary_iff t b E _).1 (hQ E)
  have hbound : ∀ E, ‖Q E‖ ≤ |E| / t := by
    intro E
    have hp : 0 < t + b * Q E ^ 2 := by positivity
    have h1 : |E| = |Q E| * (t + b * Q E ^ 2) := by
      rw [← abs_of_pos hp, ← abs_mul]
      congr 1
      linear_combination -(h E)
    have h2 : 0 ≤ |Q E| * (b * Q E ^ 2) := by positivity
    rw [Real.norm_eq_abs, le_div_iff₀ ht, h1]
    linarith
  have h0 : Q 0 = 0 := by
    have h1 := hbound 0
    rw [abs_zero, zero_div] at h1
    exact norm_le_zero_iff.1 h1
  have hcont : ContinuousAt Q 0 := by
    have hlim : Tendsto (fun E : ℝ => |E| / t) (𝓝 0) (𝓝 0) := by
      have hc : Continuous (fun E : ℝ => |E| / t) := continuous_abs.div_const t
      simpa using hc.tendsto 0
    unfold ContinuousAt
    rw [h0]
    exact squeeze_zero_norm hbound hlim
  -- the response inverts the equation of state, whose slope at the origin is `t`
  have hf : HasDerivAt (fun x : ℝ => t * x + b * x ^ 3) t (Q 0) := by
    have h1 := ((hasDerivAt_id' (Q 0)).const_mul t).fun_add
      ((hasDerivAt_pow 3 (Q 0)).const_mul b)
    exact h1.congr_deriv (by simp [h0])
  rw [one_div]
  exact HasDerivAt.of_local_left_inverse hcont hf ht.ne' (Eventually.of_forall h)
```

Here `Q : ℝ → ℝ` is a function that returns a stationary point at each field, as `hQ` states. By the previous uniqueness theorem there is only one such function. The conclusion `HasDerivAt Q (1 / t) 0` gives differentiability at zero field together with the slope.

The Mathlib theorem `HasDerivAt.of_local_left_inverse` does the work of the limit of difference quotients. It concerns two functions with \(f(g(y))=y\) for all \(y\) near a point \(a\). If \(g\) is continuous at \(a\) and \(f\) has a nonzero derivative \(f'\) at \(g(a)\), then \(g\) has derivative \(1/f'\) at \(a\). In our case \(g\) is the response, \(f(x)=tx+bx^3\), and \(a=0\).

The differentiability of \(g\) is a conclusion, but its continuity must be supplied, since the equation \(f(g(y))=y\) alone would allow \(g\) to jump between branches when \(f\) takes a value more than once. The bound `hbound`, which is \(|Q(E)|\le|E|/t\), provides it: `h0` gives \(Q(0)=0\), and `squeeze_zero_norm` gives the limit. The slope of \(f\) at the origin is `hf`.

## Two-sided error and extrapolation from two fields

```lean
/-- For `t, b, E > 0` and `Q` stationary in the field `E`, the finite-field estimate `Q/E` lies
below `1/t`, with an error smaller than `b E²/t⁴` and larger than `b E²/t⁴ - 3 b² E⁴/t⁷`. -/
theorem susceptibility_error {t b E Q : ℝ} (ht : 0 < t) (hb : 0 < b) (hE : 0 < E)
    (hQ : IsStationary t b E Q) :
    Q / E < 1 / t ∧ 1 / t - Q / E < b * E ^ 2 / t ^ 4 ∧
      b * E ^ 2 / t ^ 4 - 3 * b ^ 2 * E ^ 4 / t ^ 7 < 1 / t - Q / E := by
  obtain ⟨hlo, hhi⟩ := (finite_field_response ht hb hE).2 Q hQ
  have h := (isStationary_iff t b E Q).1 hQ
  have hQ0 : 0 < Q := by
    by_contra hn
    have h1 : 0 ≤ t + b * Q ^ 2 := by positivity
    have h2 := mul_nonpos_of_nonpos_of_nonneg (not_lt.1 hn) h1
    have h3 : Q * (t + b * Q ^ 2) = E := by linear_combination h
    linarith
  -- the cube lies above its tangent line
  have tangent : ∀ u d : ℝ, Q < u → u - Q < d → u ^ 3 - 3 * u ^ 2 * d < Q ^ 3 := by
    intro u d hu hd
    have hu0 : 0 < u := hQ0.trans hu
    have h1 : 0 < 3 * u ^ 2 * (d - (u - Q)) :=
      mul_pos (by positivity) (sub_pos.2 hd)
    have h2 : 0 ≤ (u - Q) ^ 2 * (Q + 2 * u) := by positivity
    linarith
  have h1 := tangent (E / t) (b * E ^ 3 / t ^ 4) hhi (by linarith)
  have h2 : b * ((E / t) ^ 3 - 3 * (E / t) ^ 2 * (b * E ^ 3 / t ^ 4)) / t
      < b * Q ^ 3 / t := by gcongr
  have h3 : b * ((E / t) ^ 3 - 3 * (E / t) ^ 2 * (b * E ^ 3 / t ^ 4)) / t =
      (b * E ^ 2 / t ^ 4 - 3 * b ^ 2 * E ^ 4 / t ^ 7) * E := by ring
  have hdev : E / t - Q = b * Q ^ 3 / t := by
    rw [← h]
    field_simp
    ring
  have hχ : 1 / t - Q / E = (E / t - Q) / E := by field_simp
  refine ⟨?_, ?_, ?_⟩
  · have h4 : 0 < (E / t - Q) / E := div_pos (sub_pos.2 hhi) hE
    linarith
  · rw [hχ, div_lt_iff₀ hE]
    have h4 : b * E ^ 2 / t ^ 4 * E = b * E ^ 3 / t ^ 4 := by ring
    linarith
  · rw [hχ, lt_div_iff₀ hE]
    linarith
```

The three conclusions are the sign of the error, its upper bound and its lower bound. The local statement `tangent` is the tangent-line inequality for the cube, applied with \(u=E/t\) and \(d=bE^3/t^4\). The equation `hχ` converts the deviation of \(Q\) from \(E/t\) into the deviation of \(Q/E\) from \(1/t\).

The `Q` in this theorem solves the stationarity condition exactly. In a simulation, incomplete convergence and rounding add errors of their own, which are divided by \(E\) and so grow in importance as the field is reduced. Coupling to other modes, higher powers of \(Q\) and thermal fluctuations are likewise absent from the model.

```lean
/-- For `t, b, E > 0` and order parameters `Q₁`, `Q₂` stationary in the fields `E` and `2E`,
Richardson extrapolation of the estimates `Q₁/E` and `Q₂/(2E)` gives `1/t` with an error smaller
than `16 b² E⁴/t⁷`. -/
theorem richardson_error {t b E Q₁ Q₂ : ℝ} (ht : 0 < t) (hb : 0 < b) (hE : 0 < E)
    (h₁ : IsStationary t b E Q₁) (h₂ : IsStationary t b (2 * E) Q₂) :
    |(4 * (Q₁ / E) - Q₂ / (2 * E)) / 3 - 1 / t| < 16 * (b ^ 2 * E ^ 4 / t ^ 7) := by
  obtain ⟨-, u₁, l₁⟩ := susceptibility_error ht hb hE h₁
  obtain ⟨-, u₂, l₂⟩ := susceptibility_error ht hb (by positivity : 0 < 2 * E) h₂
  -- express all errors through the same two powers of the field
  have e1 : 3 * b ^ 2 * E ^ 4 / t ^ 7 = 3 * (b ^ 2 * E ^ 4 / t ^ 7) := by ring
  have e2 : b * (2 * E) ^ 2 / t ^ 4 = 4 * (b * E ^ 2 / t ^ 4) := by ring
  have e3 : 3 * b ^ 2 * (2 * E) ^ 4 / t ^ 7 = 48 * (b ^ 2 * E ^ 4 / t ^ 7) := by ring
  rw [e1] at l₁
  rw [e2] at u₂
  rw [e2, e3] at l₂
  have hd : 0 < b ^ 2 * E ^ 4 / t ^ 7 := by positivity
  rw [abs_lt]
  constructor <;> linarith

end

end LandauFiniteField
```

`Q₁` and `Q₂` are the stationary points at the fields `E` and `2 * E`. The proof applies the two-sided error bound to each. The equations `e1`, `e2` and `e3` express everything through the quantities called \(A\) and \(D\) above, after which the claim is a linear inequality that `linarith` settles.

```lean
#print axioms LandauFiniteField.stationary_is_minimum
-- 'LandauFiniteField.stationary_is_minimum' depends on axioms: [propext, Classical.choice, Quot.sound]
#print axioms LandauFiniteField.zero_field_susceptibility
-- 'LandauFiniteField.zero_field_susceptibility' depends on axioms: [propext, Classical.choice, Quot.sound]
#print axioms LandauFiniteField.susceptibility_error
-- 'LandauFiniteField.susceptibility_error' depends on axioms: [propext, Classical.choice, Quot.sound]
#print axioms LandauFiniteField.richardson_error
-- 'LandauFiniteField.richardson_error' depends on axioms: [propext, Classical.choice, Quot.sound]
```

## The same argument with a sixth-order term in place of the quartic one

Suppose the quartic term is replaced by \(\tfrac c6Q^6\) with \(c>0\). The equation of state becomes \(tQ+cQ^5=E\), and for \(E>0\) the argument runs as before: \(Q\) is positive, so \(Q<E/t\), and inserting this into the deviation gives
\[
\frac Et-Q=\frac{cQ^5}{t}<\frac{cE^5}{t^6}.
\]
The finite-field estimate again lies below \(1/t\), now by less than \(cE^4/t^6\). This variant rests on the short argument just given, as the Lean development treats the quartic energy only.
